# The Laplacian of a harmonic homogeneous polynomial times a radial function

Let P be a real harmonic polynomial on ℝ^d, homogeneous of degree l, and let f be twice differentiable on r > 0; then at every x ≠ 0, with r = |x|,

Δ(P f(r)) = P(x) (f''(r) + (d − 1 + 2l) f'(r)/r).

The file below proves this and derives from it the reduced radial Schrödinger equation in d dimensions.

```lean
import Mathlib

open MvPolynomial
open scoped Topology

namespace RadialSubstitution

noncomputable section

variable {d : ℕ}

/-- The distance of a point of d-dimensional space from the origin. -/
def radius (x : Fin d → ℝ) : ℝ := √(∑ j, x j ^ 2)

/-- The derivative of a scalar field in the direction of the i-th Cartesian coordinate. -/
def coordDeriv (i : Fin d) (F : (Fin d → ℝ) → ℝ) (x : Fin d → ℝ) : ℝ :=
  deriv (fun t => F (Function.update x i t)) (x i)

/-- The Laplacian: the sum of the second derivatives in all Cartesian coordinates. -/
def laplacian (F : (Fin d → ℝ) → ℝ) (x : Fin d → ℝ) : ℝ :=
  ∑ i, coordDeriv i (coordDeriv i F) x

/-- A polynomial is harmonic if the Laplacian of its values vanishes everywhere. -/
def IsHarmonic (P : MvPolynomial (Fin d) ℝ) : Prop :=
  ∀ x, laplacian (fun y => eval y P) x = 0

/-- The exponent a = l + (d - 1)/2 of the radial substitution. -/
def radialExponent (d l : ℕ) : ℝ := l + ((d : ℝ) - 1) / 2

/-- The wave function P(x) r^(-a) u(r) with reduced radial function u. -/
def reducedWave (P : MvPolynomial (Fin d) ℝ) (l : ℕ) (u : ℝ → ℝ) (x : Fin d → ℝ) : ℝ :=
  eval x P * (radius x ^ (-radialExponent d l) * u (radius x))

/-- Along a coordinate line a polynomial has its formal derivative as slope. -/
theorem hasDerivAt_eval (P : MvPolynomial (Fin d) ℝ) (x : Fin d → ℝ) (i : Fin d) (s : ℝ) :
    HasDerivAt (fun t => eval (Function.update x i t) P)
      (eval (Function.update x i s) (pderiv i P)) s := by
  induction P using MvPolynomial.induction_on with
  | C a =>
    simp only [eval_C, pderiv_C, map_zero]
    exact hasDerivAt_const s a
  | add p q hp hq =>
    simp only [map_add]
    exact hp.fun_add hq
  | mul_X p j hp =>
    have hj : HasDerivAt (fun t => Function.update x i t j)
        (eval (Function.update x i s) (pderiv i (X j : MvPolynomial (Fin d) ℝ))) s := by
      by_cases h : j = i
      · subst h
        simp only [Function.update_self, pderiv_X_self, map_one]
        exact hasDerivAt_id' s
      · simp only [Function.update_of_ne h, pderiv_X_of_ne h, map_zero]
        exact hasDerivAt_const s (x j)
    have h := hp.fun_mul hj
    simp only [map_mul, eval_X, pderiv_mul, map_add]
    exact h

/-- The Laplacian of a polynomial is the sum of its formal second derivatives. -/
theorem laplacian_eval (P : MvPolynomial (Fin d) ℝ) (x : Fin d → ℝ) :
    laplacian (fun y => eval y P) x = ∑ i, eval x (pderiv i (pderiv i P)) := by
  have h : ∀ (i : Fin d) (Q : MvPolynomial (Fin d) ℝ),
      coordDeriv i (fun y => eval y Q) = fun y => eval y (pderiv i Q) := by
    intro i Q
    funext y
    have h := (hasDerivAt_eval Q y i (y i)).deriv
    rw [Function.update_eq_self] at h
    exact h
  simp only [laplacian, h]

/-- Away from the origin the radius is positive. -/
theorem radius_pos {x : Fin d → ℝ} (hx : x ≠ 0) : 0 < radius x := by
  obtain ⟨j, hj⟩ := Function.ne_iff.mp hx
  have hj' : x j ≠ 0 := hj
  exact Real.sqrt_pos.mpr
    (Finset.sum_pos' (fun k _ => sq_nonneg (x k)) ⟨j, Finset.mem_univ j, by positivity⟩)

/-- The slope of the radius along the i-th coordinate is x_i / r. -/
theorem hasDerivAt_radius (i : Fin d) {x : Fin d → ℝ} (hx : 0 < radius x) :
    HasDerivAt (fun t => radius (Function.update x i t)) (x i / radius x) (x i) := by
  have hS : 0 < ∑ j, x j ^ 2 := Real.sqrt_pos.mp hx
  -- only the i-th square changes along the line
  have hu : ∀ t, radius (Function.update x i t) = √((∑ j, x j ^ 2) - x i ^ 2 + t ^ 2) := by
    intro t
    have h1 := Finset.add_sum_erase Finset.univ
      (fun j => (Function.update x i t j) ^ 2) (Finset.mem_univ i)
    have h2 := Finset.add_sum_erase Finset.univ (fun j => x j ^ 2) (Finset.mem_univ i)
    have h3 : ∑ j ∈ Finset.univ.erase i, (Function.update x i t j) ^ 2
        = ∑ j ∈ Finset.univ.erase i, x j ^ 2 :=
      Finset.sum_congr rfl fun j hj => by
        rw [Function.update_of_ne (Finset.ne_of_mem_erase hj)]
    simp only [Function.update_self] at h1
    beta_reduce at h2
    unfold radius
    congr 1
    linarith
  have h : HasDerivAt (fun t : ℝ => (∑ j, x j ^ 2) - x i ^ 2 + t ^ 2) (2 * x i) (x i) :=
    ((hasDerivAt_pow 2 (x i)).const_add _).congr_deriv (by norm_num)
  simp only [hu]
  refine (h.sqrt (by simpa only [sub_add_cancel] using hS.ne')).congr_deriv ?_
  simp only [sub_add_cancel]
  exact mul_div_mul_left _ _ two_ne_zero

/-- Product and chain rule for a polynomial times a radial function along a coordinate line. -/
theorem hasDerivAt_mul_radial (i : Fin d) (Q : MvPolynomial (Fin d) ℝ) {x : Fin d → ℝ}
    (hx : 0 < radius x) {g : ℝ → ℝ} {g' : ℝ} (hg : HasDerivAt g g' (radius x)) :
    HasDerivAt (fun t => eval (Function.update x i t) Q * g (radius (Function.update x i t)))
      (eval x (pderiv i Q) * g (radius x) + eval x Q * (g' * (x i / radius x))) (x i) := by
  have hc : HasDerivAt (fun t => g (radius (Function.update x i t)))
      (g' * (x i / radius x)) (x i) :=
    hg.comp_of_eq (x i) (hasDerivAt_radius i hx) (by simp)
  have h := (hasDerivAt_eval Q x i (x i)).fun_mul hc
  simpa only [Function.update_eq_self] using h

/-- The second derivative of P(x) f(r) in one Cartesian coordinate. -/
theorem coordDeriv_twice (i : Fin d) (P : MvPolynomial (Fin d) ℝ) {f f' f'' : ℝ → ℝ}
    (h1 : ∀ r > 0, HasDerivAt f (f' r) r) (h2 : ∀ r > 0, HasDerivAt f' (f'' r) r)
    {x : Fin d → ℝ} (hx : 0 < radius x) :
    coordDeriv i (coordDeriv i (fun y => eval y P * f (radius y))) x =
      eval x (pderiv i (pderiv i P)) * f (radius x)
      + (2 * f' (radius x) / radius x) * (x i * eval x (pderiv i P))
      + eval x P * f' (radius x) / radius x
      + (eval x P * (f'' (radius x) * radius x - f' (radius x)) / radius x ^ 3) * x i ^ 2 := by
  -- near x the first derivative is again a sum of polynomials times radial functions
  have hev : (fun t => coordDeriv i (fun y => eval y P * f (radius y)) (Function.update x i t))
      =ᶠ[𝓝 (x i)] fun t =>
        eval (Function.update x i t) (pderiv i P) * f (radius (Function.update x i t))
        + eval (Function.update x i t) (X i * P) *
          (fun s => f' s / s) (radius (Function.update x i t)) := by
    have hpos : ∀ᶠ t in 𝓝 (x i), 0 < radius (Function.update x i t) :=
      (hasDerivAt_radius i hx).continuousAt.tendsto.eventually
        (lt_mem_nhds (by simpa only [Function.update_eq_self] using hx))
    filter_upwards [hpos] with t ht
    refine (hasDerivAt_mul_radial i P ht (h1 _ ht)).deriv.trans ?_
    simp only [map_mul, eval_X]
    ring
  have hg : HasDerivAt (fun s => f' s / s)
      ((f'' (radius x) * radius x - f' (radius x)) / radius x ^ 2) (radius x) :=
    ((h2 _ hx).fun_div (hasDerivAt_id' _) hx.ne').congr_deriv (by ring)
  refine hev.deriv_eq.trans (((hasDerivAt_mul_radial i (pderiv i P) hx (h1 _ hx)).fun_add
    (hasDerivAt_mul_radial i (X i * P) hx hg)).deriv.trans ?_)
  simp only [pderiv_mul, pderiv_X_self, map_add, map_mul, eval_X, map_one]
  ring

/-- For a harmonic homogeneous polynomial P of degree l in d dimensions, the Laplacian of
P(x) f(r) away from the origin is P(x) (f''(r) + (d - 1 + 2l) f'(r) / r). -/
theorem laplacian_harmonic_mul_radial {P : MvPolynomial (Fin d) ℝ} {l : ℕ}
    (hP : P.IsHomogeneous l) (hH : IsHarmonic P) {f f' f'' : ℝ → ℝ}
    (h1 : ∀ r > 0, HasDerivAt f (f' r) r) (h2 : ∀ r > 0, HasDerivAt f' (f'' r) r)
    {x : Fin d → ℝ} (hx : x ≠ 0) :
    laplacian (fun y => eval y P * f (radius y)) x =
      eval x P * (f'' (radius x) + ((d : ℝ) - 1 + 2 * l) * f' (radius x) / radius x) := by
  have hr := radius_pos hx
  have hL : ∑ i, eval x (pderiv i (pderiv i P)) = 0 := (laplacian_eval P x).symm.trans (hH x)
  -- Euler's identity for homogeneous polynomials
  have hE : ∑ i, x i * eval x (pderiv i P) = l * eval x P := by
    have h := congrArg (eval x) hP.sum_X_mul_pderiv
    simpa only [map_sum, map_mul, eval_X, nsmul_eq_mul, map_natCast] using h
  have hR : ∑ i, x i ^ 2 = radius x ^ 2 :=
    (Real.sq_sqrt (Finset.sum_nonneg fun j _ => sq_nonneg (x j))).symm
  have hs : ∀ (A B D : Fin d → ℝ) (a b c e : ℝ),
      ∑ i, (A i * a + b * B i + c + e * D i)
        = (∑ i, A i) * a + b * (∑ i, B i) + d * c + e * ∑ i, D i := by
    intro A B D a b c e
    simp [Finset.sum_add_distrib, Finset.mul_sum, Finset.sum_mul]
  unfold laplacian
  rw [Finset.sum_congr rfl (fun i _ => coordDeriv_twice i P h1 h2 hr), hs, hL, hE, hR]
  have hne := hr.ne'
  field_simp
  ring

/-- The substitution f = r^(-a) u with a = l + (d - 1)/2 removes the first derivative and
leaves the centrifugal term a (a - 1) / r^2. -/
theorem laplacian_reducedWave {P : MvPolynomial (Fin d) ℝ} {l : ℕ}
    (hP : P.IsHomogeneous l) (hH : IsHarmonic P) {u u' u'' : ℝ → ℝ}
    (h1 : ∀ r > 0, HasDerivAt u (u' r) r) (h2 : ∀ r > 0, HasDerivAt u' (u'' r) r)
    {x : Fin d → ℝ} (hx : x ≠ 0) :
    laplacian (reducedWave P l u) x =
      eval x P * radius x ^ (-radialExponent d l) * (u'' (radius x)
        - radialExponent d l * (radialExponent d l - 1) / radius x ^ 2 * u (radius x)) := by
  have ha : (d : ℝ) - 1 + 2 * l = 2 * radialExponent d l := by
    unfold radialExponent
    ring
  unfold reducedWave
  generalize radialExponent d l = a at ha ⊢
  have hp : ∀ s > 0, HasDerivAt (fun s : ℝ => s ^ (-a)) (-a * s ^ (-a) / s) s := fun s hs =>
    (Real.hasDerivAt_rpow_const (Or.inl hs.ne')).congr_deriv (by
      rw [Real.rpow_sub_one hs.ne']
      ring)
  refine (laplacian_harmonic_mul_radial hP hH (f := fun s => s ^ (-a) * u s)
    (f' := fun s => s ^ (-a) * (u' s - a * u s / s))
    (f'' := fun s => s ^ (-a) * (u'' s - 2 * a * u' s / s + a * (a + 1) * u s / s ^ 2))
    (fun s hs => ((hp s hs).fun_mul (h1 s hs)).congr_deriv (by ring))
    (fun s hs => ((hp s hs).fun_mul ((h2 s hs).fun_sub
      (((h1 s hs).const_mul a).fun_div (hasDerivAt_id' s) hs.ne'))).congr_deriv ?_) hx).trans ?_
  · have hne : s ≠ 0 := ne_of_gt hs
    generalize s ^ (-a) = p
    field_simp
    ring
  · rw [ha]
    generalize radius x ^ (-a) = p
    ring

/-- Away from the origin and where P(x) is nonzero, the Schrödinger equation for P(x) r^(-a) u(r) in
a central potential holds at x exactly when u satisfies the reduced radial equation at r. -/
theorem schrodinger_iff_radial {P : MvPolynomial (Fin d) ℝ} {l : ℕ}
    (hP : P.IsHomogeneous l) (hH : IsHarmonic P) {u u' u'' : ℝ → ℝ}
    (h1 : ∀ r > 0, HasDerivAt u (u' r) r) (h2 : ∀ r > 0, HasDerivAt u' (u'' r) r)
    (V : ℝ → ℝ) (E : ℝ) {x : Fin d → ℝ} (hx : x ≠ 0) (hPx : eval x P ≠ 0) :
    -(1 / 2) * laplacian (reducedWave P l u) x + V (radius x) * reducedWave P l u x
        = E * reducedWave P l u x ↔
      -(1 / 2) * u'' (radius x) + (radialExponent d l * (radialExponent d l - 1)
        / (2 * radius x ^ 2) + V (radius x)) * u (radius x) = E * u (radius x) := by
  have hk : eval x P * radius x ^ (-radialExponent d l) ≠ 0 :=
    mul_ne_zero hPx (Real.rpow_pos_of_pos (radius_pos hx) _).ne'
  rw [laplacian_reducedWave hP hH h1 h2 hx]
  unfold reducedWave
  generalize radius x ^ (-radialExponent d l) = p at hk ⊢
  constructor
  · intro h
    apply mul_left_cancel₀ hk
    linear_combination h
  · intro h
    linear_combination (eval x P * p) * h

/-- In three dimensions the polynomial xy is homogeneous of degree 2 and harmonic. -/
theorem harmonic_xy_witness :
    (X 0 * X 1 : MvPolynomial (Fin 3) ℝ).IsHomogeneous 2 ∧
      IsHarmonic (X 0 * X 1 : MvPolynomial (Fin 3) ℝ) := by
  refine ⟨(isHomogeneous_X ℝ 0).mul (isHomogeneous_X ℝ 1), fun x => ?_⟩
  rw [laplacian_eval]
  simp [Fin.sum_univ_succ, pderiv_X, Pi.single_apply]

end

end RadialSubstitution
```

```lean
#print axioms RadialSubstitution.laplacian_harmonic_mul_radial
#print axioms RadialSubstitution.schrodinger_iff_radial
```

```
'RadialSubstitution.laplacian_harmonic_mul_radial' depends on axioms: [propext, Classical.choice, Quot.sound]
'RadialSubstitution.schrodinger_iff_radial' depends on axioms: [propext, Classical.choice, Quot.sound]
```

## Two derivatives and a sum over coordinates

Write ∂_i for the derivative with respect to x_i. From r² = Σ_j x_j² follows ∂_i r = x_i/r, so the product and chain rules give

∂_i(P f) = (∂_i P) f + (x_i P) (f'/r).

Both terms are again a polynomial times a function of r. The second radial factor has the derivative

(f'/r)' = (r f'' − f')/r².

Differentiating once more and collecting terms,

∂_i²(P f) = (∂_i² P) f + 2 (f'/r) x_i ∂_i P + P f'/r + P (r f'' − f') x_i²/r³.

Now sum over i. Three facts are needed:

- Σ_i ∂_i² P = 0, because P is harmonic.
- Σ_i x_i ∂_i P = l P. This is Euler's identity, obtained by differentiating P(tx) = t^l P(x) at t = 1.
- Σ_i x_i² = r².

The sum is therefore

2l P f'/r + d P f'/r + P (f'' − f'/r) = P (f'' + (d − 1 + 2l) f'/r).

For example, take d = 3, P = xy, f = r² and the point (1, 2, 2), where r = 3 and P = 2. Then f' = 6, f'' = 2 and l = 2, and the formula gives 2 · (2 + 6 · 6/3) = 28. Directly, xy r² = x³y + xy³ + xyz² has the Laplacian 6xy + 6xy + 2xy = 14xy, which is also 28.

## Removing the first derivative

Set a = l + (d − 1)/2, so that d − 1 + 2l = 2a, and write f = r^(−a) u. Then

f' = r^(−a) (u' − a u/r),

f'' = r^(−a) (u'' − 2a u'/r + a(a + 1) u/r²).

In f'' + 2a f'/r the u' terms cancel, and the coefficient of u/r² is a(a + 1) − 2a² = −a(a − 1). Hence

Δ(P r^(−a) u) = P r^(−a) (u'' − a(a − 1) u/r²).

Insert ψ = P r^(−a) u into −½Δψ + Vψ = Eψ, where V is a central potential and E is the energy. Where P(x) ≠ 0, the common factor P r^(−a) can be divided out, which leaves

−½u'' + (a(a − 1)/(2r²) + V) u = E u.

In three dimensions a = l + 1, and the centrifugal term is the familiar l(l + 1)/(2r²). Since P equals r^l times an angular function, ψ is then u/r times that angular function, and u is the usual reduced radial function.

## What the Lean statements say

A point is a function `Fin d → ℝ`, with coordinates numbered from 0. The distance from the origin is defined explicitly as `radius`, since Mathlib's norm on this type is the largest absolute coordinate and not the Euclidean length. `coordDeriv` is an ordinary derivative along a coordinate line, and `laplacian` sums its second iterates.

The polynomial is an `MvPolynomial (Fin d) ℝ`. `IsHomogeneous l` fixes its degree, and `IsHarmonic` says that the Laplacian of its values vanishes at every point. The functions `f'` and `f''` are tied to `f` by `HasDerivAt` hypotheses on r > 0 only, so `f''` need not be continuous and `f` may be singular at the origin. `laplacian_reducedWave` and `schrodinger_iff_radial` keep the hypotheses on P and ask the same of `u`, `u'` and `u''`.

`laplacian_harmonic_mul_radial` is the opening formula, `laplacian_reducedWave` is its form after the substitution, and `schrodinger_iff_radial` is the equivalence of the two Schrödinger equations. The factor −½ means atomic units and a particle of unit mass. The equivalence is pointwise: it relates the equation at one x to the equation at r = |x|. It requires `eval x P ≠ 0` because on a node of P both sides of the d-dimensional equation vanish and say nothing about u.

`harmonic_xy_witness` confirms that xy in three dimensions meets both hypotheses on P. The statements impose no boundary condition at r = 0 and no normalisation. They also do not say that solutions exist, or that every wave function can be expanded in products of this kind.

## How the proof follows the calculation

`hasDerivAt_eval` proves by induction on the polynomial that its slope along a coordinate line is the formal derivative `pderiv`. `laplacian_eval` uses this to turn harmonicity into the vanishing of a sum of formal second derivatives. `hasDerivAt_radius` obtains x_i/r by noting that only one square changes along the line, and `hasDerivAt_mul_radial` combines these slopes by the product and chain rules.

`coordDeriv_twice` gives the four-term second derivative. To differentiate the first derivative, one must know its formula near x and not only at x. The positive radius supplies this: by continuity it stays positive on a short piece of the coordinate line. The main theorem then sums the four terms, with `hL`, `hE` and `hR` as the three facts listed above, and `field_simp` and `ring` finish the algebra.

For the substitution, the proof passes the expressions for f' and f'' given above to the main theorem. In `schrodinger_iff_radial`, one direction cancels the nonzero factor P r^(−a), and the other multiplies by it.

## The reduced equation on a radial mesh

For one particle in a local central potential, as in the Kohn–Sham equations of a spherical atom, this reduction, together with the completeness of the spherical harmonics, replaces a three-dimensional problem by one ordinary differential equation for each l. A code can then store u on a radial mesh, add l(l + 1)/(2r²) to the potential and integrate the equation numerically. The boundary condition u(0) = 0 must be added; for the potential of an atom it excludes the solutions for which ψ is singular at the nucleus. With no first derivative present, Numerov's method applies directly on a uniform mesh. On a logarithmic mesh, r = e^t, a first derivative in t reappears, and the further rescaling u = √r w removes it.
